# A guaranteed energy decrease for one damped Gross–Pitaevskii step with repulsive coupling

Q: Before I trust any theorem about condensates, I want the objects fixed. What is the system, and what is its state?

A: The system is a finite set of sites, the index type `n`. The one-body Hamiltonian \(H\) is a real matrix on these sites; the theorems on the energy decrease and on the energy error assume it symmetric.

```lean
import Mathlib

open Matrix

namespace GrossPitaevskiiDamping

noncomputable section

variable {n : Type*} [Fintype n] [DecidableEq n]
```

The state is a real density matrix \(D\), positive semidefinite with trace one. Its diagonal entries \(D_{ii}\) are the site populations. For real matrices, Mathlib's `PosSemidef` already includes symmetry.

```lean
/-- A real density matrix: positive semidefinite with trace one. -/
def IsDensity (D : Matrix n n ℝ) : Prop := D.PosSemidef ∧ D.trace = 1
```

Q: A condensate has a wavefunction. Why a density matrix?

A: For \(D=\psi\psi^T\) with a normalised real \(\psi\), the populations are \(\psi_i^2\), and the energy

\[
E(D)=\mathrm{tr}(HD)+\frac g2\sum_i D_{ii}^2
\]

becomes \(\psi^TH\psi+\frac g2\sum_i\psi_i^4\), the lattice Gross–Pitaevskii energy. General \(D\) enlarges the set of states to a convex one. A mixed \(D\) is a mathematical relaxation here, not a condensate wavefunction. If all off-diagonal entries of \(H\) are at most zero, the relaxation does not lower the minimum: \(\psi_i=\sqrt{D_{ii}}\) has the same populations and, since \(|D_{ij}|\le\sqrt{D_{ii}D_{jj}}\), no higher energy. With other signs the relaxed minimum can lie strictly below the minimum over real wavefunctions, as it does for \(g>0\) on a triangle with all hopping elements \(+1\).

The statement could also have been modelled with wavefunctions only. Mixing two projectors generally gives no projector, so a different update would be needed, for example mixing the vectors and renormalising. The energy is then generally not quadratic in the mixing fraction, and the argument below does not carry over as it stands.

```lean
/-- The Gross-Pitaevskii energy `tr(HD) + (g/2) ∑ D_ii²`. -/
def energy (H : Matrix n n ℝ) (g : ℝ) (D : Matrix n n ℝ) : ℝ :=
  trace (H * D) + g / 2 * ∑ i, D i i ^ 2
```

Q: And \(g\)?

A: It is the strength of the on-site contact interaction, with the particle number absorbed because \(D\) has trace one. The descent theorem takes \(g>0\), which means repulsion. Each particle then sees the mean field \(F=H+g\,\mathrm{diag}(D_{ii})\).

```lean
/-- The mean-field Hamiltonian `F = H + g diag(D_ii)`. -/
def meanField (H : Matrix n n ℝ) (g : ℝ) (D : Matrix n n ℝ) : Matrix n n ℝ :=
  H + g • diagonal (fun i => D i i)
```

Q: "Lowest eigenvector" can hide a lot. Is the variational principle built into the definition?

A: No. The vector \(v\) has \(v\cdot v=1\) and satisfies \(Fv=\mu v\), and every real eigenvalue \(\nu\) of \(F\) with a nonzero eigenvector obeys \(\mu\le\nu\). That is what a diagonalisation delivers; the variational inequality is proved from it. If the lowest level is degenerate, any normalised vector in it will do.

```lean
/-- `v` is a normalised eigenvector of `F` whose eigenvalue is the lowest one. -/
def IsLowestEigenvector (F : Matrix n n ℝ) (v : n → ℝ) : Prop :=
  v ⬝ᵥ v = 1 ∧ ∃ μ : ℝ, F *ᵥ v = μ • v ∧
    ∀ (ν : ℝ) (w : n → ℝ), w ≠ 0 → F *ᵥ w = ν • w → μ ≤ ν
```

Q: What is then done with \(v\)?

A: Put \(P=vv^T\), written `vecMulVec v v`. The gap is \(c=\mathrm{tr}(F(D-P))\), with \(F\) built from the current \(D\).

```lean
/-- The gap `c = tr(F(D - P))` between `D` and `P = v vᵀ` in the mean field of `D`. -/
def gap (H : Matrix n n ℝ) (g : ℝ) (D : Matrix n n ℝ) (v : n → ℝ) : ℝ :=
  trace (meanField H g D * (D - vecMulVec v v))
```

The mixing fraction is \(s=\min(1,c/(2g))\),

```lean
/-- The mixing fraction `s = min(1, c/(2g))`, for `g ≠ 0`. -/
def mixing (H : Matrix n n ℝ) (g : ℝ) (D : Matrix n n ℝ) (v : n → ℝ) : ℝ :=
  min 1 (gap H g D v / (2 * g))
```

and the new state is \(D+s(P-D)\).

```lean
/-- The damped update `D + s(P - D)` with `P = v vᵀ` and `s = min(1, c/(2g))`, for `g ≠ 0`. -/
def dampedStep (H : Matrix n n ℝ) (g : ℝ) (D : Matrix n n ℝ) (v : n → ℝ) : Matrix n n ℝ :=
  D + mixing H g D v • (vecMulVec v v - D)
```

Q: Optimal damping, as I know it, minimises the energy exactly along the segment from \(D\) to \(P\). Your \(s\) doesn't.

A: Correct. This \(s\) minimises an upper bound on the energy along the segment. The exact minimiser over fractions in \([0,1]\) gives an energy at least as low, so it inherits the same guaranteed decrease.

Q: Then derive the guarantee without any Lean. Start with the sign of \(c\).

A: Let \(A\) and \(B\) be positive semidefinite, and write \(A=\sum_k a_ku_ku_k^T\) with orthonormal \(u_k\) and \(a_k\ge0\). Then

\[
\mathrm{tr}(AB)=\sum_k a_k\,u_k^TBu_k\ge0 .
\]

The matrix \(F-\mu\) has no negative eigenvalue, so for every density matrix \(X\) we get \(0\le\mathrm{tr}((F-\mu)X)=\mathrm{tr}(FX)-\mu\). Since \(\mathrm{tr}(FP)=v^TFv=\mu\), this says \(\mathrm{tr}(FP)\le\mathrm{tr}(FX)\). Taking \(X=D\) gives \(c\ge0\).

Q: Now the energy along the segment.

A: Move from \(D\) towards any \(X\) by a fraction \(s\), and set \(\delta_i=X_{ii}-D_{ii}\). The one-body term is linear in \(s\), and \((D_{ii}+s\delta_i)^2=D_{ii}^2+2sD_{ii}\delta_i+s^2\delta_i^2\). Hence

\[
E(D+s(X-D))=E(D)+s\Big[\mathrm{tr}(H(X-D))+g\sum_iD_{ii}\delta_i\Big]+\frac g2s^2\sum_i\delta_i^2 .
\]

The bracket is \(\mathrm{tr}(F(X-D))=-\mathrm{tr}(F(D-X))\). For \(X=P\) it equals \(-c\).

Q: The last term raises the energy. How large can it be?

A: Populations lie between 0 and 1, so \(\delta_i^2\le X_{ii}^2+D_{ii}^2\le X_{ii}+D_{ii}\). Summing over sites gives \(\sum_i\delta_i^2\le2\), and therefore

\[
E(D+s(P-D))\le E(D)-sc+gs^2 .
\]

By its definition \(s\) satisfies \(0\le s\) and \(2gs\le c\), so \(gs^2\le sc/2\). The energy falls by at least \(sc/2\). Explicitly, that is \(c^2/(4g)\) when \(c\le2g\), and \(c/2\) otherwise.

Q: Show me that the Lean proof does the same thing, beginning with the trace inequality.

A: `spectral_theorem` supplies \(A=U\,\mathrm{diag}(a_k)\,U^T\). Cycling the trace turns \(\mathrm{tr}(AB)\) into a sum of eigenvalues times diagonal entries of \(U^TBU\), the \(u_k^TBu_k\) above. Each factor is nonnegative.

```lean
/-- The trace of a product of two positive semidefinite matrices is nonnegative. -/
theorem trace_mul_nonneg {A B : Matrix n n ℝ} (hA : A.PosSemidef) (hB : B.PosSemidef) :
    0 ≤ trace (A * B) := by
  -- diagonalise `A` and read off the populations of `B` in its eigenbasis
  have hs := hA.isHermitian.spectral_theorem
  rw [Unitary.conjStarAlgAut_apply] at hs
  obtain ⟨U, hU⟩ : ∃ U : Matrix n n ℝ,
      A = U * diagonal hA.isHermitian.eigenvalues * Uᴴ := ⟨_, hs⟩
  have htr : trace (A * B) = ∑ i, hA.isHermitian.eigenvalues i * (Uᴴ * B * U) i i := by
    calc trace (A * B) = trace (U * diagonal hA.isHermitian.eigenvalues * Uᴴ * B) :=
          congrArg (fun M => trace (M * B)) hU
      _ = trace (diagonal hA.isHermitian.eigenvalues * (Uᴴ * B * U)) := by
          rw [Matrix.mul_assoc, Matrix.mul_assoc, trace_mul_comm]
          simp only [Matrix.mul_assoc]
      _ = _ := by simp only [trace, diag_apply, diagonal_mul]
  rw [htr]
  exact Finset.sum_nonneg fun i _ =>
    mul_nonneg (hA.eigenvalues_nonneg i) (hB.conjTranspose_mul_mul_same U).diag_nonneg
```

The next theorem derives the variational principle. An eigenvector of \(F-\mu\) with eigenvalue \(\lambda\) is an eigenvector of \(F\) with eigenvalue \(\lambda+\mu\). The minimality of \(\mu\) gives \(\mu\le\lambda+\mu\), hence \(\lambda\ge0\). This is `hpos`; `hP` computes \(\mathrm{tr}(FP)=\mu\), and the trace inequality finishes the argument.

```lean
/-- For symmetric `F`, the projector onto a lowest eigenvector minimises `tr(FX)` over all
density matrices `X`. -/
theorem lowest_projector_minimises {F X : Matrix n n ℝ} {v : n → ℝ} (hF : F.IsHermitian)
    (hv : IsLowestEigenvector F v) (hX : IsDensity X) :
    trace (F * vecMulVec v v) ≤ trace (F * X) := by
  obtain ⟨hn, μ, hμ, hmin⟩ := hv
  have hA : (F - μ • (1 : Matrix n n ℝ)).IsHermitian :=
    hF.sub (by simp [Matrix.IsHermitian])
  have key : ∀ w : n → ℝ, F *ᵥ w = (F - μ • (1 : Matrix n n ℝ)) *ᵥ w + μ • w := by
    intro w
    simp [Matrix.sub_mulVec, Matrix.smul_mulVec]
  -- `F - μ` has no negative eigenvalue
  have hpos : (F - μ • (1 : Matrix n n ℝ)).PosSemidef := by
    rw [hA.posSemidef_iff_eigenvalues_nonneg]
    intro i
    have h0 : (hA.eigenvectorBasis i).ofLp ≠ 0 := by
      intro h
      exact hA.eigenvectorBasis.orthonormal.ne_zero i (by ext j; exact congrFun h j)
    have h1 := hmin (hA.eigenvalues i + μ) _ h0
      (by rw [key, hA.mulVec_eigenvectorBasis i, add_smul])
    show (0 : ℝ) ≤ hA.eigenvalues i
    linarith
  have hP : trace (F * vecMulVec v v) = μ := by
    rw [mul_vecMulVec, hμ, trace_vecMulVec, smul_dotProduct, hn, smul_eq_mul, mul_one]
  have h := trace_mul_nonneg hpos hX.1
  rw [sub_mul, trace_sub, Matrix.smul_mul, one_mul, trace_smul, hX.2, smul_eq_mul,
    mul_one] at h
  linarith
```

Q: Does the quadratic formula need \(D\) and \(X\) to be physical states?

A: No, it is an algebraic identity for arbitrary real matrices and any real \(g\) and \(s\). In the proof, `hT` is the linear one-body part, `hS` expands the squared populations site by site, and `hF` expands the slope. The final `ring` collects the terms.

```lean
/-- Along the segment from `D` to `X` the energy is an exact quadratic in the mixing fraction, with
slope `-tr(F(D - X))` at `D`, where `F` is the mean field of `D`. -/
theorem energy_segment (H D X : Matrix n n ℝ) (g s : ℝ) :
    energy H g (D + s • (X - D)) = energy H g D - s * trace (meanField H g D * (D - X))
      + g / 2 * s ^ 2 * ∑ i, (X i i - D i i) ^ 2 := by
  have hd : trace (diagonal (fun i => D i i) * (D - X))
      = ∑ i, D i i * (D i i - X i i) := by
    simp only [trace, diag_apply, diagonal_mul, Matrix.sub_apply]
  have hF : trace (meanField H g D * (D - X))
      = trace (H * D) - trace (H * X) + g * ∑ i, D i i * (D i i - X i i) := by
    rw [meanField, add_mul, trace_add, Matrix.smul_mul, trace_smul, hd, mul_sub, trace_sub,
      smul_eq_mul]
  have hT : trace (H * (D + s • (X - D)))
      = trace (H * D) + s * (trace (H * X) - trace (H * D)) := by
    rw [mul_add, trace_add, Matrix.mul_smul, trace_smul, mul_sub, trace_sub, smul_eq_mul]
  have hS : ∑ i, (D + s • (X - D)) i i ^ 2 = ∑ i, D i i ^ 2
      - 2 * s * ∑ i, D i i * (D i i - X i i) + s ^ 2 * ∑ i, (X i i - D i i) ^ 2 := by
    rw [Finset.mul_sum, Finset.mul_sum, ← Finset.sum_sub_distrib, ← Finset.sum_add_distrib]
    refine Finset.sum_congr rfl fun i _ => ?_
    simp only [Matrix.add_apply, Matrix.smul_apply, Matrix.sub_apply, smul_eq_mul]
    ring
  rw [energy, energy, hT, hS, hF]
  ring
```

Positivity and unit trace enter in the population bound. With \(x=X_{ii}\) and \(d=D_{ii}\), the products given to `nlinarith` amount to

\[
x+d-(x-d)^2=x(1-x)+d(1-d)+2xd\ge0 .
\]

```lean
omit [DecidableEq n] in
/-- The site populations of two density matrices have squared distance at most two. -/
theorem populations_dist_le {D X : Matrix n n ℝ} (hD : IsDensity D) (hX : IsDensity X) :
    ∑ i, (X i i - D i i) ^ 2 ≤ 2 := by
  have hle : ∀ {Y : Matrix n n ℝ}, IsDensity Y → ∀ i, Y i i ≤ 1 := by
    intro Y hY i
    rw [← hY.2]
    exact Finset.single_le_sum (f := fun j => Y j j)
      (fun j _ => hY.1.diag_nonneg) (Finset.mem_univ i)
  have hsum : ∑ i, (X i i + D i i) = 2 := by
    have h1 : ∑ i, X i i = 1 := hX.2
    have h2 : ∑ i, D i i = 1 := hD.2
    rw [Finset.sum_add_distrib, h1, h2]
    norm_num
  rw [← hsum]
  refine Finset.sum_le_sum fun i _ => ?_
  have hx : 0 ≤ X i i := hX.1.diag_nonneg
  have hd : 0 ≤ D i i := hD.1.diag_nonneg
  nlinarith [mul_nonneg hx hd, mul_nonneg hx (sub_nonneg.2 (hle hX i)),
    mul_nonneg hd (sub_nonneg.2 (hle hD i))]
```

To use this bound with \(X=P\), one also needs \(P\) to be a density matrix.

```lean
omit [DecidableEq n] in
/-- The projector onto a normalised vector is a density matrix. -/
theorem projector_isDensity {v : n → ℝ} (hv : v ⬝ᵥ v = 1) : IsDensity (vecMulVec v v) :=
  ⟨by simpa using posSemidef_vecMulVec_self_star v, by rw [trace_vecMulVec, hv]⟩
```

Q: Read me the main theorem as it stands, hypotheses included.

A: `damped_descent` takes a symmetric `H`, a coupling `0 < g`, a density matrix `D`, and a lowest eigenvector `v` of `meanField H g D`. It concludes that `gap H g D v` is nonnegative and that the energy of `dampedStep H g D v` is at most \(E(D)-sc/2\). The vector is supplied by the user and not constructed.

In the proof, `hc` is the sign of \(c\), `hs1` is \(2gs\le c\), and `hq` is the population bound multiplied by \(gs^2/2\). The last line multiplies `hs1` by \(s\), which shows that the curvature term costs at most half of the linear gain.

```lean
/-- For symmetric `H`, `g > 0` and a density matrix `D`, the gap `c` to a lowest eigenvector of the
mean field is nonnegative, and the damped step lowers the energy by at least `sc/2`, where `s` is
the mixing fraction. -/
theorem damped_descent {H D : Matrix n n ℝ} {g : ℝ} {v : n → ℝ} (hH : H.IsHermitian)
    (hg : 0 < g) (hD : IsDensity D) (hv : IsLowestEigenvector (meanField H g D) v) :
    0 ≤ gap H g D v ∧
      energy H g (dampedStep H g D v) ≤ energy H g D - mixing H g D v * gap H g D v / 2 := by
  have hF : (meanField H g D).IsHermitian := by
    refine hH.add ?_
    simp [Matrix.IsHermitian]
  have hc : 0 ≤ gap H g D v := by
    rw [gap, mul_sub, trace_sub]
    linarith [lowest_projector_minimises hF hv hD]
  refine ⟨hc, ?_⟩
  have hs0 : 0 ≤ mixing H g D v := le_min zero_le_one (by positivity)
  have hs1 : mixing H g D v * (2 * g) ≤ gap H g D v :=
    (le_div_iff₀ (by positivity)).1 (min_le_right _ _)
  have hq := mul_le_mul_of_nonneg_left (populations_dist_le hD (projector_isDensity hv.1))
    (by positivity : 0 ≤ g / 2 * mixing H g D v ^ 2)
  have he := energy_segment H D (vecMulVec v v) g (mixing H g D v)
  rw [← gap] at he
  rw [dampedStep, he]
  -- the curvature term costs at most half of the linear gain
  nlinarith [mul_le_mul_of_nonneg_left hs1 hs0]
```

Q: So the energy goes down. I could still be far from the ground state.

A: The gap bounds how far \(E(D)\) lies above the minimum over density matrices. Put \(s=1\) in the quadratic formula and drop the nonnegative last term. This gives \(E(D)-E(X)\le\mathrm{tr}(F(D-X))\). Because \(P\) minimises \(\mathrm{tr}(FX)\), the right-hand side is at most \(c\). So \(E(D)-E(X)\le c\) for every density matrix \(X\), and \(c=0\) at a density matrix \(D\) means that \(D\) is a minimiser. Here \(g\ge0\) is enough.

```lean
/-- For symmetric `H` and `g ≥ 0`, the gap between `D` and the projector onto a lowest eigenvector
of the mean field of `D` bounds the energy excess of `D` over every density matrix `X`. -/
theorem energy_error_le_gap {H D X : Matrix n n ℝ} {g : ℝ} {v : n → ℝ} (hH : H.IsHermitian)
    (hg : 0 ≤ g) (hX : IsDensity X) (hv : IsLowestEigenvector (meanField H g D) v) :
    energy H g D - energy H g X ≤ gap H g D v := by
  have hF : (meanField H g D).IsHermitian := by
    refine hH.add ?_
    simp [Matrix.IsHermitian]
  have he := energy_segment H D X g 1
  rw [one_smul, add_sub_cancel, mul_sub, trace_sub] at he
  have hq : 0 ≤ g / 2 * 1 ^ 2 * ∑ i, (X i i - D i i) ^ 2 := by positivity
  rw [gap, mul_sub, trace_sub]
  linarith [lowest_projector_minimises hF hv hX]

end

end GrossPitaevskiiDamping
```

```lean
#print axioms GrossPitaevskiiDamping.damped_descent
#print axioms GrossPitaevskiiDamping.energy_error_le_gap
```

```
'GrossPitaevskiiDamping.damped_descent' depends on axioms: [propext, Classical.choice, Quot.sound]
'GrossPitaevskiiDamping.energy_error_le_gap' depends on axioms: [propext, Classical.choice, Quot.sound]
```

Q: What is left out that I would care about?

A: The descent theorem concerns a single step and gives no convergence rate for repeated steps. The model has finitely many sites, a real symmetric \(H\) and repulsive on-site interaction, so a complex Hamiltonian with a magnetic flux, a continuum trap and attraction all lie beyond it. Within those limits, the result bears on self-consistent simulations of lattice condensates: it supplies a step length that never raises the energy \(E(D)\) and a computable bound on the remaining energy error of the density-matrix problem. A mixed final \(D\) still has to be turned into a wavefunction; when the off-diagonal entries of \(H\) are at most zero, \(\psi_i=\sqrt{D_{ii}}\) does this without raising the energy.

Q: What does the step look like in a calculation?

A: The full matrix \(D\) need not be stored. Keep the populations \(\rho_i=D_{ii}\) and the number \(h=\mathrm{tr}(HD)\). Each iteration finds the lowest eigenpair \((\mu,v)\) of \(H+g\,\mathrm{diag}(\rho_i)\), and then

\[
c=h+g\sum_i\rho_i^2-\mu,\qquad \rho_i\leftarrow(1-s)\rho_i+s\,v_i^2,\qquad h\leftarrow(1-s)h+s\,v^THv .
\]

The loop can be repeated because the new state is again a density matrix, being a convex mixture of two; the Lean code does not state this as a theorem.

Q: With numbers, please.

A: Take two sites with zero on-site energies, hopping element \(-1\) and \(g=3/2\), and start with everything on the first site. Then

\[
F=\begin{pmatrix}3/2&-1\\-1&0\end{pmatrix},\qquad \mu=-\tfrac12,\qquad v=\tfrac1{\sqrt5}\begin{pmatrix}1\\2\end{pmatrix}.
\]

This gives \(c=\tfrac32+\tfrac12=2\) and \(s=\tfrac23\), so the guaranteed decrease is \(sc/2=\tfrac23\). The new populations are \(\tfrac7{15}\) and \(\tfrac8{15}\), and the energy goes from \(0.75\) to about \(-0.157\), a decrease of about \(0.907\). The populations of \(D\) and \(P\) have squared distance \(1.28\) instead of the worst case 2, which is why the actual decrease is larger. Exact minimisation along this segment would take the full step \(s=1\) and reach \(-0.29\).
